# The sum of absolute orbital energies from matrix products, for a Hermitian matrix with spectrum in [−1, 1]

## Levels, filling and units

Let $H$ be the one-electron Hamiltonian matrix of a Hückel or tight-binding model in $N$ orthonormal orbitals, with real levels $\lambda_i$ counted with multiplicity. If every negative level holds two non-interacting electrons and every positive level is empty, the total energy is

$$E=2\sum_{\lambda_i<0}\lambda_i=\operatorname{tr}H-S,\qquad S=\sum_i|\lambda_i|.$$

With equal site energies taken as zero, $\operatorname{tr}H=0$ and the π energy is $-S$. The problem is to obtain $S$ without computing the levels.

Energies are measured in a unit at least as large as every $|\lambda_i|$, so that $|\lambda_i|\le1$. Set

$$X_0=H,\qquad X_{k+1}=\tfrac12X_k(3I-X_k^2),\qquad S_k=\operatorname{tr}(HX_k).$$

## Monotone convergence with an error bound

For Hermitian $H$ with all $|\lambda_i|\le1$, every $S_k$ is real, the sequence never decreases, and it converges to $S$. Moreover,

$$0\le S-S_k\le\frac{2N}{k+1}.$$

No gap around zero energy is required.

## From matrices to single levels

Write $H=U\operatorname{diag}(\lambda_i)U^\dagger$. Since $U^\dagger U=I$, each update acts on the diagonal entries alone, through $f(y)=y(3-y^2)/2$. Let $\ell_k(x)$ be the $k$-th iterate of $f$ started at $x$. Cyclicity of the trace gives

$$S_k=\sum_i\lambda_i\,\ell_k(\lambda_i)=\sum_i|\lambda_i|\,\ell_k(|\lambda_i|),$$

where the second equality holds because $f$ is odd.

Fix $a=|\lambda_i|$ and put $y_k=\ell_k(a)$. The identities

$$f(y)-y=\tfrac12y(1-y^2),\qquad 1-f(y)=\tfrac12(1-y)^2(2+y)$$

show by induction that $a\le y_k\le y_{k+1}\le1$. Hence $S_k\le S_{k+1}\le S$.

For the error bound, which is not sharp, let $e_k=1-y_k$. Since $y_k\ge a$,

$$e_{k+1}=e_k\left(1-\tfrac12(y_k+y_k^2)\right)\le e_k\left(1-\tfrac a2\right).$$

We claim $e_k(1+ka/2)\le1$. This holds at $k=0$, and the induction step is

$$e_{k+1}\left(1+\tfrac{(k+1)a}2\right)\le e_k\left(1+\tfrac{ka}2-\tfrac{(k+1)a^2}4\right)\le e_k\left(1+\tfrac{ka}2\right)\le1.$$

Therefore

$$(k+1)\,a e_k\le2(1-e_k)+ae_k=2-(2-a)e_k\le2.$$

Each level's deficit $ae_k$ is thus at most $2/(k+1)$. Summing over levels gives the error bound, which forces $S_k\to S$.

## Benzene in three estimates

Every $|\lambda_i|$ is bounded by the largest absolute row sum of $H$, which can be read off the matrix. For benzene with hopping $\beta$ it is $2|\beta|$. Dividing $H$ by it, iterating and multiplying the traces back gives $6|\beta|$, $6.75|\beta|$ and about $7.475|\beta|$ for $k=0,1,2$, rising towards $8|\beta|$. The π energy is $-8|\beta|$.

McWeeny purification, one of several density-matrix purification schemes in electronic structure, uses the same cubic step: with $P=(I-X)/2$ it reads $P\mapsto3P^2-2P^3$. The result here concerns a finite, non-interacting model without rounding errors.

## Levels outside the interval

Two sites with hopping $2$ have levels $\pm2$, so $S=4$. Since $f(2)=-1$ and $f(-1)=-1$, every estimate after $S_0=8$ equals $-4$. Some bound on the levels is therefore needed; the example does not identify the largest one that gives convergence.

## The Lean statement and its proof

```lean
import Mathlib

open Matrix Filter Topology

namespace DiagonalisationFreeEnergy

noncomputable section

variable {n : Type*} [Fintype n] [DecidableEq n]

/-- One purification step, `X ↦ X (3 I - X²) / 2`. -/
def purifyStep (X : Matrix n n ℂ) : Matrix n n ℂ :=
  (1 / 2 : ℂ) • (X * ((3 : ℂ) • (1 : Matrix n n ℂ) - X ^ 2))

/-- The purification sequence started from the Hamiltonian itself. -/
def purify (H : Matrix n n ℂ) : ℕ → Matrix n n ℂ
  | 0 => H
  | k + 1 => purifyStep (purify H k)

/-- The real part of `trace (H X_k)`, where `X_k` is `purify H k`. -/
def energyEstimate (H : Matrix n n ℂ) (k : ℕ) : ℝ :=
  (trace (H * purify H k)).re

/-- The same recursion for a single real orbital energy `x`. -/
def level (x : ℝ) : ℕ → ℝ
  | 0 => x
  | k + 1 => level x k * (3 - level x k ^ 2) / 2

/-- A purification step commutes with a change of basis `D ↦ U D V`, where `V U = 1`. -/
theorem purifyStep_conj (U V D : Matrix n n ℂ) (hVU : V * U = 1) :
    purifyStep (U * D * V) = U * purifyStep D * V := by
  have hcube : U * D * V * (U * D * V) ^ 2 = U * (D * D ^ 2) * V := by
    calc U * D * V * (U * D * V) ^ 2
        = U * D * (V * U) * D * (V * U) * D * V := by noncomm_ring
      _ = U * (D * D ^ 2) * V := by rw [hVU]; noncomm_ring
  unfold purifyStep
  simp only [mul_sub, sub_mul, Matrix.mul_smul, Matrix.smul_mul, mul_one, hcube]

/-- For a matrix `U diag(d) V` with `V U = 1` and real `d`, purification acts on each orbital energy
separately. -/
theorem purify_conj (U V : Matrix n n ℂ) (hVU : V * U = 1) (d : n → ℝ) (k : ℕ) :
    purify (U * diagonal (fun i => (d i : ℂ)) * V) k
      = U * diagonal (fun i => (level (d i) k : ℂ)) * V := by
  induction k with
  | zero => rfl
  | succ k ih =>
    have hdiag : purifyStep (diagonal (fun i => (level (d i) k : ℂ)))
        = diagonal (fun i => (level (d i) (k + 1) : ℂ)) := by
      unfold purifyStep
      rw [pow_two, diagonal_mul_diagonal]
      ext i j
      rw [Matrix.smul_apply, Matrix.diagonal_mul, Matrix.sub_apply, Matrix.smul_apply]
      by_cases h : i = j
      · subst h
        simp only [Matrix.diagonal_apply_eq, Matrix.one_apply_eq, smul_eq_mul, level]
        push_cast
        ring
      · simp [h]
    rw [purify, ih, purifyStep_conj U V _ hVU, hdiag]

/-- For Hermitian `H`, `trace (H X_k)` is the real sum over orbitals of the orbital energy
times its purified value. -/
theorem trace_eq_sum_levels {H : Matrix n n ℂ} (hH : H.IsHermitian) (k : ℕ) :
    trace (H * purify H k)
      = ((∑ i, hH.eigenvalues i * level (hH.eigenvalues i) k : ℝ) : ℂ) := by
  obtain ⟨U, V, hVU, h⟩ : ∃ U V : Matrix n n ℂ, V * U = 1 ∧
      H = U * diagonal (fun i => (hH.eigenvalues i : ℂ)) * V := by
    refine ⟨hH.eigenvectorUnitary, star (hH.eigenvectorUnitary : Matrix n n ℂ),
      Matrix.mem_unitaryGroup_iff'.mp hH.eigenvectorUnitary.2, ?_⟩
    have h := hH.spectral_theorem
    rw [Unitary.conjStarAlgAut_apply] at h
    exact h
  generalize hH.eigenvalues = d at h ⊢
  have key : purify H k = U * diagonal (fun i => (level (d i) k : ℂ)) * V :=
    (congrArg (fun M => purify M k) h).trans (purify_conj U V hVU d k)
  -- the basis change cancels under the trace
  calc trace (H * purify H k)
      = trace ((U * diagonal (fun i => (d i : ℂ)) * V)
          * (U * diagonal (fun i => (level (d i) k : ℂ)) * V)) := by rw [key, ← h]
    _ = trace (U * diagonal (fun i => (d i : ℂ)) * (V * U)
          * diagonal (fun i => (level (d i) k : ℂ)) * V) := by
        simp only [Matrix.mul_assoc]
    _ = trace (V * U * (diagonal (fun i => (d i : ℂ))
          * diagonal (fun i => (level (d i) k : ℂ)))) := by
        rw [hVU, mul_one, Matrix.trace_mul_comm, ← hVU]
        simp only [Matrix.mul_assoc]
    _ = _ := by
        rw [hVU, one_mul, diagonal_mul_diagonal, trace_diagonal]
        push_cast
        rfl

/-- Orbitals of energy `x` and `|x|` contribute equally to the energy estimate. -/
theorem mul_level_eq_abs (x : ℝ) (k : ℕ) : x * level x k = |x| * level |x| k := by
  have hodd : level (-x) k = -level x k := by
    induction k with
    | zero => rfl
    | succ k ih => simp only [level, ih]; ring
  rcases le_total 0 x with h | h
  · rw [abs_of_nonneg h]
  · rw [abs_of_nonpos h, hodd]; ring

/-- An orbital energy `a` in `[0, 1]` stays between `a` and `1` during purification. -/
theorem level_bounds {a : ℝ} (h0 : 0 ≤ a) (h1 : a ≤ 1) (k : ℕ) :
    a ≤ level a k ∧ level a k ≤ 1 := by
  induction k with
  | zero => exact ⟨le_refl a, h1⟩
  | succ k ih =>
    obtain ⟨hl, hu⟩ := ih
    simp only [level]
    generalize level a k = y at hl hu ⊢
    have hy : 0 ≤ y := h0.trans hl
    have hs : 0 ≤ y * (1 - y ^ 2) := mul_nonneg hy (by nlinarith)
    have ht : 0 ≤ (1 - y) ^ 2 * (2 + y) := mul_nonneg (sq_nonneg _) (by linarith)
    constructor <;> nlinarith

/-- For an orbital energy `a` in `[0, 1]`, the distance of the purified value from `1`
after `k` steps is at most `1 / (1 + k a / 2)`. -/
theorem level_error {a : ℝ} (h0 : 0 ≤ a) (h1 : a ≤ 1) (k : ℕ) :
    (1 - level a k) * (1 + k * (a / 2)) ≤ 1 := by
  induction k with
  | zero => simp [level, h0]
  | succ k ih =>
    obtain ⟨hl, hu⟩ := level_bounds h0 h1 k
    simp only [level]
    push_cast
    generalize level a k = y at hl hu ih ⊢
    have he : 0 ≤ 1 - y := by linarith
    -- each step shrinks the distance at least by the factor 1 - a/2
    have hstep : 1 - y * (3 - y ^ 2) / 2 ≤ (1 - y) * (1 - a / 2) := by
      have := mul_nonneg he (show 0 ≤ y - a + y ^ 2 by nlinarith [sq_nonneg y])
      nlinarith
    have hq : 0 ≤ (1 - y) * (((k : ℝ) + 1) * (a / 2) ^ 2) := mul_nonneg he (by positivity)
    calc (1 - y * (3 - y ^ 2) / 2) * (1 + ((k : ℝ) + 1) * (a / 2))
        ≤ ((1 - y) * (1 - a / 2)) * (1 + ((k : ℝ) + 1) * (a / 2)) :=
          mul_le_mul_of_nonneg_right hstep (by positivity)
      _ ≤ (1 - y) * (1 + k * (a / 2)) := by linarith
      _ ≤ 1 := ih

/-- For Hermitian `H` of size `N = Fintype.card n` with spectrum in `[-1, 1]`, the estimate after
`k` steps lies below the sum of absolute orbital energies by at most `2 N / (k + 1)`. -/
theorem energy_error {H : Matrix n n ℂ} (hH : H.IsHermitian)
    (hspec : ∀ i, |hH.eigenvalues i| ≤ 1) (k : ℕ) :
    energyEstimate H k ≤ ∑ i, |hH.eigenvalues i| ∧
      ∑ i, |hH.eigenvalues i| - energyEstimate H k
        ≤ Fintype.card n * (2 / ((k : ℝ) + 1)) := by
  rw [energyEstimate, trace_eq_sum_levels hH, Complex.ofReal_re]
  constructor
  · refine Finset.sum_le_sum fun i _ => ?_
    rw [mul_level_eq_abs]
    exact mul_le_of_le_one_right (abs_nonneg _) (level_bounds (abs_nonneg _) (hspec i) k).2
  · rw [← Finset.sum_sub_distrib, ← nsmul_eq_mul]
    refine Finset.sum_le_card_nsmul _ _ _ fun i _ => ?_
    rw [mul_level_eq_abs, le_div_iff₀ (by positivity)]
    have hu := (level_bounds (abs_nonneg _) (hspec i) k).2
    have herr := level_error (abs_nonneg _) (hspec i) k
    have := mul_nonneg (sub_nonneg.mpr hu)
      (show 0 ≤ 1 - |hH.eigenvalues i| / 2 by linarith [hspec i])
    linarith

/-- For Hermitian `H` with spectrum in `[-1, 1]`, the traces `trace (H X_k)` are real, never
decrease, and converge to the sum of absolute orbital energies. -/
theorem energy_monotone_tendsto {H : Matrix n n ℂ} (hH : H.IsHermitian)
    (hspec : ∀ i, |hH.eigenvalues i| ≤ 1) :
    (∀ k, (trace (H * purify H k)).im = 0) ∧ Monotone (energyEstimate H) ∧
      Tendsto (energyEstimate H) atTop (𝓝 (∑ i, |hH.eigenvalues i|)) := by
  refine ⟨fun k => ?_, monotone_nat_of_le_succ fun k => ?_, ?_⟩
  · rw [trace_eq_sum_levels hH, Complex.ofReal_im]
  · simp only [energyEstimate, trace_eq_sum_levels hH, Complex.ofReal_re]
    refine Finset.sum_le_sum fun i _ => ?_
    rw [mul_level_eq_abs, mul_level_eq_abs _ (k + 1)]
    refine mul_le_mul_of_nonneg_left ?_ (abs_nonneg _)
    obtain ⟨hl, hu⟩ := level_bounds (abs_nonneg _) (hspec i) k
    have hy := (abs_nonneg _).trans hl
    simp only [level]
    have := mul_nonneg hy (show 0 ≤ 1 - level |hH.eigenvalues i| k ^ 2 by nlinarith)
    nlinarith
  · -- squeeze between the limit and the limit minus the error bound
    have hlim : Tendsto (fun k : ℕ => ∑ i, |hH.eigenvalues i|
        - (2 * Fintype.card n : ℝ) * (1 / ((k : ℝ) + 1))) atTop
        (𝓝 (∑ i, |hH.eigenvalues i|)) := by
      simpa using tendsto_const_nhds.sub
        ((tendsto_one_div_add_atTop_nhds_zero_nat (𝕜 := ℝ)).const_mul
          (2 * Fintype.card n : ℝ))
    refine tendsto_of_tendsto_of_tendsto_of_le_of_le hlim tendsto_const_nhds
      (fun k => ?_) (fun k => (energy_error hH hspec k).1)
    have h := (energy_error hH hspec k).2
    have e : (Fintype.card n : ℝ) * (2 / ((k : ℝ) + 1))
        = (2 * Fintype.card n : ℝ) * (1 / ((k : ℝ) + 1)) := by ring
    rw [e] at h
    show _ - _ ≤ _
    linarith

/-- For two sites coupled by a hopping of `2`, every energy estimate after the initial one
equals `-4`. -/
theorem unscaled_two_site (k : ℕ) :
    energyEstimate (!![0, 2; 2, 0] : Matrix (Fin 2) (Fin 2) ℂ) (k + 1) = -4 := by
  have hX : purify (!![0, 2; 2, 0] : Matrix (Fin 2) (Fin 2) ℂ) (k + 1)
      = !![0, -1; -1, 0] := by
    induction k with
    | zero =>
      simp only [purify, purifyStep, pow_two]
      ext i j
      fin_cases i <;> fin_cases j <;>
        norm_num [Matrix.mul_apply, Matrix.vecMul, dotProduct, Fin.sum_univ_succ,
          Matrix.one_apply]
    | succ k ih =>
      rw [purify, ih]
      simp only [purifyStep, pow_two]
      ext i j
      fin_cases i <;> fin_cases j <;>
        norm_num [Matrix.mul_apply, Matrix.vecMul, dotProduct, Fin.sum_univ_succ,
          Matrix.one_apply]
  have ht : trace ((!![0, 2; 2, 0] : Matrix (Fin 2) (Fin 2) ℂ) * !![0, -1; -1, 0])
      = ((-4 : ℝ) : ℂ) := by
    norm_num [Matrix.trace_fin_two, Matrix.mul_apply, Fin.sum_univ_succ]
  rw [energyEstimate, hX, ht, Complex.ofReal_re]

end

end DiagonalisationFreeEnergy
```

```lean
#print axioms DiagonalisationFreeEnergy.energy_monotone_tendsto
#print axioms DiagonalisationFreeEnergy.unscaled_two_site
```

```
'DiagonalisationFreeEnergy.energy_monotone_tendsto' depends on axioms: [propext, Classical.choice, Quot.sound]
'DiagonalisationFreeEnergy.unscaled_two_site' depends on axioms: [propext, Classical.choice, Quot.sound]
```

In the code `n` is the type labelling the orbitals, and `Fintype.card n` is $N$. The hypothesis `hH` says that $H$ is Hermitian, `hH.eigenvalues` lists the $\lambda_i$, and `hspec` is the spectral bound. `purify H k` is $X_k$, and `level x k` is $\ell_k(x)$. Despite its name, `energyEstimate` approximates $S$, not $E$. It is defined as a real part, so `energy_monotone_tendsto` also states that the imaginary part vanishes. The step from $S$ to a molecule's π energy rests on the filling assumed at the start, which the hypotheses do not contain.

`purifyStep_conj` cancels the inner basis changes, and `purify_conj` repeats this by induction. `trace_eq_sum_levels` adds the spectral theorem and cyclicity of the trace. `mul_level_eq_abs` uses oddness.

In `level_bounds`, the facts `hs` and `ht` are the two identities' nonnegative products, from which `nlinarith` derives the bounds. In `level_error`, `hstep` is the contraction by $1-a/2$, and the `calc` block is the induction step above. `energy_error` sums the deficits.

The main theorem checks monotonicity one step at a time and obtains the limit by squeezing $S_k$ between $S-2N/(k+1)$ and $S$. `unscaled_two_site` computes the first update explicitly, then shows that the resulting matrix is fixed.
